# The leading first-order TEBD splitting error grows at most linearly with the length of a chain of bounded nearest-neighbour terms

Time-evolving block decimation (TEBD) advances a matrix product state in short time steps. In the first-order scheme treated here, the exponential of a sum of local terms is replaced in each step by a product of the exponentials of two layers of terms. The leading error of this splitting is set by the commutator of the layers.

Take three operators \(h_0,h_1,h_2\), where \(h_0\) and \(h_2\) commute. Put the even-numbered terms in one layer and the odd-numbered term in the other. The layers fail to commute by

\[
[h_0+h_2,\,h_1]=[h_0,h_1]-[h_1,h_2].
\]

Each neighbouring pair contributes one commutator, with alternating sign. If all three norms are at most \(J\), each commutator has norm at most \(2J^2\), so the total is at most \(4J^2\).

A longer chain works the same way if all terms that are not neighbours commute: \(n+1\) terms have \(n\) neighbouring pairs, which gives \(2nJ^2\). Bounding the commutator by the norms of the two layers alone would give a quantity quadratic in the length.

## Two layers of a chain

```lean
import Mathlib

open Finset

namespace TEBDSplitting

noncomputable section
```

This loads the library Mathlib, which includes the notation for finite sums, and lets names such as `Finset.range` be shortened to `range`.

```lean
/-- The commutator `[a, b] = ab - ba`. -/
def comm {R : Type*} [Ring R] (a b : R) : R := a * b - b * a
```

`comm a b` is \([a,b]=ab-ba\). The declaration `[Ring R]` says that \(R\) is any ring, not necessarily commutative. For a spin chain, \(R\) is the algebra of operators on the whole chain.

```lean
/-- The even layer: the sum of the local terms with even index among `h 0, …, h (L-1)`. -/
def evenLayer {R : Type*} [Ring R] (h : ℕ → R) (L : ℕ) : R :=
  ∑ k ∈ (range L).filter (fun k => Even k), h k
```

The local terms form a sequence `h : ℕ → R`, and `range L` is the set \(\{0,\dots,L-1\}\). The even layer is therefore

\[
E_L=\sum_{k<L,\;k\text{ even}}h_k .
\]

```lean
/-- The odd layer: the sum of the local terms with odd index among `h 0, …, h (L-1)`. -/
def oddLayer {R : Type*} [Ring R] (h : ℕ → R) (L : ℕ) : R :=
  ∑ k ∈ (range L).filter (fun k => ¬ Even k), h k
```

Likewise \(O_L\) is the sum over odd \(k<L\), with `¬ Even k` read as "\(k\) is not even".

```lean
/-- Appending a local term to the chain enlarges the even layer if its index is even,
and the odd layer otherwise. -/
theorem layers_succ {R : Type*} [Ring R] (h : ℕ → R) (L : ℕ) :
    evenLayer h (L + 1) = evenLayer h L + (if Even L then h L else 0) ∧
    oddLayer h (L + 1) = oddLayer h L + (if Even L then 0 else h L) := by
  constructor
  · simp only [evenLayer, sum_filter, sum_range_succ]
  · simp only [oddLayer, sum_filter, sum_range_succ, ite_not]
```

Appending \(h_L\) enlarges exactly one layer: \(E_{L+1}=E_L+h_L\) if \(L\) is even, and \(O_{L+1}=O_L+h_L\) if \(L\) is odd. The proof writes each layer as a sum with an if-condition and splits off the last summand.

## Only neighbouring pairs survive

```lean
/-- If local terms whose indices differ by at least two commute, the commutator of the even
and odd layers is the alternating sum of the nearest-neighbour commutators. -/
theorem comm_layers {R : Type*} [Ring R] (h : ℕ → R) (n : ℕ)
    (hloc : ∀ i j, i + 2 ≤ j → j ≤ n → Commute (h i) (h j)) :
    comm (evenLayer h (n + 1)) (oddLayer h (n + 1)) =
      ∑ k ∈ range n, (-1 : R) ^ k * comm (h k) (h (k + 1)) := by
  induction n with
  | zero => simp [comm, evenLayer, oddLayer, sum_filter]
  | succ n ih =>
    have ih' := ih (fun i j hij hj => hloc i j hij (by omega))
    obtain ⟨e1, o1⟩ := layers_succ h n
    obtain ⟨e2, o2⟩ := layers_succ h (n + 1)
    -- the new term commutes with all terms before its nearest neighbour
    have cE : Commute (evenLayer h n) (h (n + 1)) :=
      Commute.sum_left _ _ _ (fun i hi => hloc i (n + 1)
        (by have := mem_range.1 (mem_filter.1 hi).1; omega) le_rfl)
    have cO : Commute (oddLayer h n) (h (n + 1)) :=
      Commute.sum_left _ _ _ (fun i hi => hloc i (n + 1)
        (by have := mem_range.1 (mem_filter.1 hi).1; omega) le_rfl)
    rw [sum_range_succ, ← ih']
    by_cases hn : Even n
    · have hn' : ¬ Even (n + 1) := by simpa [Nat.even_add_one] using hn
      rw [if_pos hn] at e1
      rw [if_neg hn', add_zero] at e2
      rw [if_neg hn'] at o2
      have key : comm (evenLayer h (n + 1)) (h (n + 1)) = comm (h n) (h (n + 1)) := by
        rw [e1]
        unfold comm
        linear_combination (norm := noncomm_ring) cE.eq
      rw [e2, o2, hn.neg_one_pow, ← key]
      unfold comm
      noncomm_ring
    · have hn' : Even (n + 1) := by simpa [Nat.even_add_one] using hn
      rw [if_neg hn] at o1
      rw [if_pos hn'] at e2
      rw [if_pos hn', add_zero] at o2
      have key : comm (oddLayer h (n + 1)) (h (n + 1)) = comm (h n) (h (n + 1)) := by
        rw [o1]
        unfold comm
        linear_combination (norm := noncomm_ring) cO.eq
      rw [e2, o2, (Nat.not_even_iff_odd.1 hn).neg_one_pow, ← key]
      unfold comm
      noncomm_ring
```

The hypothesis `hloc` is locality: \(h_i\) and \(h_j\) commute whenever \(i+2\le j\le n\). It holds, for example, when \(h_k\) acts on sites \(k\) and \(k+1\) of a spin chain. The conclusion is

\[
[E_{n+1},O_{n+1}]=\sum_{k=0}^{n-1}(-1)^k[h_k,h_{k+1}].
\]

The argument is induction on \(n\). For \(n=0\) the odd layer is empty and both sides vanish. Now append \(h_{n+1}\).

If \(n\) is even, the new term joins the odd layer, and

\[
[E_{n+1},\,O_{n+1}+h_{n+1}]=[E_{n+1},O_{n+1}]+[E_{n+1},h_{n+1}].
\]

Here \(E_{n+1}=E_n+h_n\), and every term in \(E_n\) has index at most \(n-1\), so it commutes with \(h_{n+1}\). The last commutator is therefore \([h_n,h_{n+1}]\), with sign \(+1=(-1)^n\).

If \(n\) is odd, the new term joins the even layer, and

\[
[E_{n+1}+h_{n+1},\,O_{n+1}]=[E_{n+1},O_{n+1}]-[O_{n+1},h_{n+1}].
\]

Now \(O_{n+1}=O_n+h_n\), and \(O_n\) commutes with \(h_{n+1}\). The added term is \(-[h_n,h_{n+1}]\), again with sign \((-1)^n\).

In Lean, `cE` and `cO` state that \(E_n\) and \(O_n\) commute with \(h_{n+1}\). The line `by_cases hn : Even n` separates the two cases. In each, `key` reduces the layer's commutator with the new term to that of the nearest neighbour, and `noncomm_ring` expands the products without exchanging factors.

## A bound linear in the number of terms

```lean
/-- Two elements of norm at most `J` have a commutator of norm at most `2 J ^ 2`. -/
theorem norm_comm_le {R : Type*} [NormedRing R] {a b : R} {J : ℝ}
    (ha : ‖a‖ ≤ J) (hb : ‖b‖ ≤ J) : ‖comm a b‖ ≤ 2 * J ^ 2 := by
  have hJ : 0 ≤ J := (norm_nonneg a).trans ha
  have h1 : ‖a * b‖ ≤ J * J :=
    (norm_mul_le a b).trans (mul_le_mul ha hb (norm_nonneg b) hJ)
  have h2 : ‖b * a‖ ≤ J * J :=
    (norm_mul_le b a).trans (mul_le_mul hb ha (norm_nonneg a) hJ)
  have h3 : ‖comm a b‖ ≤ ‖a * b‖ + ‖b * a‖ := norm_sub_le _ _
  nlinarith
```

`NormedRing` supplies a norm with \(\|ab\|\le\|a\|\,\|b\|\). If \(\|a\|,\|b\|\le J\), then

\[
\|[a,b]\|\le\|ab\|+\|ba\|\le J^2+J^2=2J^2 .
\]

The facts `h1`, `h2` and `h3` are the bounds on the two products and the triangle inequality.

```lean
/-- For `n + 1` local terms of norm at most `J`, commuting when their indices differ by at
least two, the commutator of the even and odd layers has norm at most `2 n J ^ 2`. -/
theorem norm_comm_layers_le {R : Type*} [NormedRing R] (h : ℕ → R) (n : ℕ) (J : ℝ)
    (hloc : ∀ i j, i + 2 ≤ j → j ≤ n → Commute (h i) (h j))
    (hJ : ∀ k ≤ n, ‖h k‖ ≤ J) :
    ‖comm (evenLayer h (n + 1)) (oddLayer h (n + 1))‖ ≤ 2 * n * J ^ 2 := by
  rw [comm_layers h n hloc]
  have hterm : ∀ k ∈ range n, ‖(-1 : R) ^ k * comm (h k) (h (k + 1))‖ ≤ 2 * J ^ 2 := by
    intro k hk
    have hk' := mem_range.1 hk
    have hb := norm_comm_le (hJ k (by omega)) (hJ (k + 1) (by omega))
    rcases neg_one_pow_eq_or R k with hs | hs
    · rwa [hs, one_mul]
    · rwa [hs, neg_one_mul, norm_neg]
  refine (norm_sum_le_of_le _ hterm).trans (le_of_eq ?_)
  rw [sum_const, card_range, nsmul_eq_mul]
  ring
```

The hypothesis `hJ` sets a common energy scale: each of \(h_0,\dots,h_n\) has norm at most \(J\). In the operator norm (for matrices, the largest singular value), a local term keeps its norm when sites are added to the chain, so \(J\) need not grow with \(n\). The triangle inequality applied to the alternating sum gives

\[
\|[E_{n+1},O_{n+1}]\|\le\sum_{k=0}^{n-1}2J^2=2nJ^2,
\]

which is \(2(L-1)J^2\) for \(L=n+1\) terms. The proof bounds each summand in `hterm`, treating the signs \(+1\) and \(-1\) separately, and then adds \(n\) equal bounds.

Terms without a finite norm, such as bosonic hopping with unlimited occupation, are not covered.

## From the commutator to the time step

```lean
section Evolution

variable {R : Type*} [NormedRing R] [NormedAlgebra ℝ R]

/-- The splitting error `exp(tA) exp(tB) - exp(t(A+B))` of one step of length `t`. -/
def splitError (A B : R) (t : ℝ) : R :=
  NormedSpace.exp (t • A) * NormedSpace.exp (t • B) - NormedSpace.exp (t • (A + B))
```

`NormedAlgebra ℝ R` allows multiplication by a real step length \(t\), written `t • A`. The splitting error is

\[
S(t)=e^{tA}e^{tB}-e^{t(A+B)} .
\]

For a Hamiltonian \(\sum_k H_k\), the generators are \(h_k=-H_k\) in imaginary time. In real time they are \(h_k=-iH_k\) with \(\hbar=1\), and a complex operator algebra is then regarded as a real one.

```lean
/-- The expression `A exp(tA) exp(tB) + exp(tA) exp(tB) B - (A+B) exp(t(A+B))`. -/
def splitRate (A B : R) (t : ℝ) : R :=
  A * NormedSpace.exp (t • A) * NormedSpace.exp (t • B)
    + NormedSpace.exp (t • A) * NormedSpace.exp (t • B) * B
    - (A + B) * NormedSpace.exp (t • (A + B))
```

This names the expression that will turn out to be \(S'(t)\):

\[
S_1(t)=Ae^{tA}e^{tB}+e^{tA}e^{tB}B-(A+B)e^{t(A+B)} .
\]

```lean
/-- In a complete algebra, the splitting error changes with the step length at the rate
`splitRate`, and the derivative of this rate at zero step length is the commutator `[A, B]`. -/
theorem splitError_derivatives [CompleteSpace R] (A B : R) :
    (∀ t, HasDerivAt (splitError A B) (splitRate A B t) t) ∧
    HasDerivAt (splitRate A B) (comm A B) 0 := by
  have left (X : R) (t : ℝ) : HasDerivAt (fun u : ℝ => NormedSpace.exp (u • X))
      (X * NormedSpace.exp (t • X)) t := hasDerivAt_exp_smul_const' X t
  have right (X : R) (t : ℝ) : HasDerivAt (fun u : ℝ => NormedSpace.exp (u • X))
      (NormedSpace.exp (t • X) * X) t := hasDerivAt_exp_smul_const X t
  constructor
  · intro t
    have hd := ((left A t).fun_mul (right B t)).fun_sub (left (A + B) t)
    exact hd.congr_deriv (by simp only [splitRate, mul_assoc])
  · have hd := ((((left A 0).const_mul A).fun_mul (right B 0)).fun_add
      (((left A 0).fun_mul (right B 0)).mul_const B)).fun_sub
      ((left (A + B) 0).const_mul (A + B))
    refine hd.congr_deriv ?_
    simp only [zero_smul, NormedSpace.exp_zero, mul_one, one_mul, comm]
    noncomm_ring
```

`HasDerivAt f f' t` says that \(f\) is differentiable at \(t\) with derivative \(f'\). The theorem states that \(S'(t)=S_1(t)\) for every \(t\), and that \(S_1'(0)=[A,B]\).

The first part is the product rule. Since \(X\) commutes with \(e^{tX}\), the derivative of \(e^{tX}\) can be written as \(Xe^{tX}\) or \(e^{tX}X\); these are `left` and `right` in the proof. Differentiating again and setting \(t=0\) gives

\[
A(A+B)+(A+B)B-(A+B)^2=AB-BA .
\]

The assumption `CompleteSpace R` is automatic for finite matrices.

Since \(S(0)=S'(0)=0\), Taylor's formula gives \(S(t)=\tfrac{t^2}{2}[A,B]+O(t^3)\) for fixed \(A\) and \(B\).

```lean
/-- For `n + 1` generators of norm at most `J` in a complete algebra, commuting when their
indices differ by at least two, the second derivative of the even-odd splitting error at zero
step length has norm at most `2 n J ^ 2`. -/
theorem tebd_error_extensive [CompleteSpace R] (h : ℕ → R) (n : ℕ) (J : ℝ)
    (hloc : ∀ i j, i + 2 ≤ j → j ≤ n → Commute (h i) (h j))
    (hJ : ∀ k ≤ n, ‖h k‖ ≤ J) :
    ‖deriv (deriv (splitError (evenLayer h (n + 1)) (oddLayer h (n + 1)))) 0‖
      ≤ 2 * n * J ^ 2 := by
  obtain ⟨h1, h2⟩ := splitError_derivatives (evenLayer h (n + 1)) (oddLayer h (n + 1))
  rw [funext fun t => (h1 t).deriv, h2.deriv]
  exact norm_comm_layers_le h n J hloc hJ

end Evolution
```

With \(A=E_{n+1}\) and \(B=O_{n+1}\), this reads \(\|S''(0)\|\le 2nJ^2\). The proof replaces the two derivatives by the results above and applies the commutator bound.

The leading term of the one-step error therefore has norm at most \(nJ^2t^2\). The theorem concerns the second derivative at \(t=0\); it puts no bound on the remainder at finite \(t\), or on how that remainder grows with \(n\).

## Three Ising terms that attain the bound

```lean
/-- The terms `X ⊗ 1`, `Z ⊗ Z`, `1 ⊗ X` of a two-spin transverse-field Ising chain,
followed by zeros. -/
def isingTerm : ℕ → Matrix (Fin 4) (Fin 4) ℝ
  | 0 => !![0, 0, 1, 0; 0, 0, 0, 1; 1, 0, 0, 0; 0, 1, 0, 0]
  | 1 => !![1, 0, 0, 0; 0, -1, 0, 0; 0, 0, -1, 0; 0, 0, 0, 1]
  | 2 => !![0, 1, 0, 0; 1, 0, 0, 0; 0, 0, 0, 1; 0, 0, 1, 0]
  | _ => 0
```

In the basis \(|00\rangle,|01\rangle,|10\rangle,|11\rangle\), these matrices are \(X\otimes1\), \(Z\otimes Z\) and \(1\otimes X\), with \(X\) and \(Z\) the Pauli matrices. They are the terms of a two-spin transverse-field Ising chain with unit couplings. The even layer holds the fields and the odd layer the interaction. A TEBD code would usually absorb the fields into the bond terms, which leaves two spins with a single gate and no splitting error; the three terms are kept separate here to test the bound.

```lean
/-- The first and third Ising terms commute, and the commutator of the even and odd layers
of the three terms is an explicit non-zero matrix. -/
theorem isingTerm_comm : Commute (isingTerm 0) (isingTerm 2) ∧
    comm (evenLayer isingTerm 3) (oddLayer isingTerm 3) =
      !![0, -2, -2, 0; 2, 0, 0, 2; 2, 0, 0, 2; 0, -2, -2, 0] := by
  constructor
  · show isingTerm 0 * isingTerm 2 = isingTerm 2 * isingTerm 0
    ext i j
    fin_cases i <;> fin_cases j <;>
      simp [isingTerm, Matrix.mul_apply, Fin.sum_univ_succ]
  · have hE : evenLayer isingTerm 3 = isingTerm 0 + isingTerm 2 := by
      simp [evenLayer, sum_filter, sum_range_succ]
    have hO : oddLayer isingTerm 3 = isingTerm 1 := by
      simp [oddLayer, sum_filter, sum_range_succ]
    rw [hE, hO, comm]
    ext i j
    fin_cases i <;> fin_cases j <;>
      norm_num [isingTerm, Matrix.mul_apply, Fin.sum_univ_succ]

attribute [local instance] Matrix.linftyOpNormedRing
```

The two field terms commute because they act on different spins. The layers do not:

\[
[X\otimes1+1\otimes X,\;Z\otimes Z]=
\begin{pmatrix}0&-2&-2&0\\2&0&0&2\\2&0&0&2\\0&-2&-2&0\end{pmatrix}.
\]

Lean compares both sides entry by entry: `fin_cases` runs through the rows and columns, and the simplifier evaluates each entry. The final line selects the matrix norm used next,

\[
\|M\|=\max_i\sum_j|M_{ij}| .
\]

```lean
/-- In the maximal-row-sum norm the three Ising terms have norm at most one, terms whose
indices differ by at least two commute, and the commutator of the layers has norm exactly
`2 * 2 * 1 ^ 2`. -/
theorem norm_comm_layers_witness :
    (∀ i j, i + 2 ≤ j → j ≤ 2 → Commute (isingTerm i) (isingTerm j)) ∧
    (∀ k ≤ 2, ‖isingTerm k‖ ≤ 1) ∧
    ‖comm (evenLayer isingTerm 3) (oddLayer isingTerm 3)‖ = 2 * 2 * 1 ^ 2 := by
  have key (M : Matrix (Fin 4) (Fin 4) ℝ) :
      ‖M‖ = ((univ.sup fun i => ∑ j, ‖M i j‖₊ : NNReal) : ℝ) :=
    Matrix.linfty_opNorm_def M
  have hloc : ∀ i j, i + 2 ≤ j → j ≤ 2 → Commute (isingTerm i) (isingTerm j) := by
    intro i j hij hj
    obtain rfl : i = 0 := by omega
    obtain rfl : j = 2 := by omega
    exact isingTerm_comm.1
  have hJ : ∀ k ≤ 2, ‖isingTerm k‖ ≤ 1 := by
    intro k hk
    have hs : (univ.sup fun i => ∑ j, ‖isingTerm k i j‖₊) ≤ (1 : NNReal) := by
      refine Finset.sup_le fun i _ => ?_
      interval_cases k <;> fin_cases i <;> simp [isingTerm, Fin.sum_univ_succ]
    rw [key]
    exact_mod_cast hs
  refine ⟨hloc, hJ, le_antisymm ?_ ?_⟩
  · exact_mod_cast norm_comm_layers_le isingTerm 2 1 hloc hJ
  · -- the first row already has absolute sum four
    rw [isingTerm_comm.2, key]
    refine le_trans (le_of_eq ?_) (NNReal.coe_le_coe.2 (Finset.le_sup (mem_univ 0)))
    norm_num [Fin.sum_univ_succ]

end

end TEBDSplitting
```

The theorem has three parts: the Ising terms satisfy the locality hypothesis, each has norm at most \(1\), and the commutator of the layers has norm exactly \(4=2\cdot2\cdot1^2\). The bound is thus attained for \(n=2\) and \(J=1\) in this norm.

For locality, the only pair of indices to check is \(0\) and \(2\). Each row of each term has absolute sum \(1\), which gives the norm bound. The general theorem then gives \(\|[E_3,O_3]\|\le4\), while the first row of the commutator has absolute sum \(0+2+2+0=4\), which gives the reverse inequality.

## Gates and step length in a TEBD code

Terms within one layer have indices that differ by at least two, so they commute and the layer's exponential factorises:

\[
e^{tE_{n+1}}=\prod_{k\le n,\;k\text{ even}}e^{th_k},
\]

and similarly for the odd layer. If the generators do not depend on time and the step length is fixed, a code can exponentiate the small local matrices once and apply the resulting exponentials as gates in every step, one layer after the other. With the ordering used here, the odd layer acts on the state first. Truncating the bond dimension of a matrix product state adds a separate error.

For unitary evolution over a total time \(T\), there are \(T/t\) steps, and in the operator norm their errors add at most linearly. The leading part of the total error is therefore at most \(nJ^2Tt\), and keeping this bound fixed when \(n\) doubles means halving \(t\). The bound concerns the evolution operator of the whole chain; the expectation value of a local observable can be far more accurate. On a chain small enough for full matrices, the one-step error can be computed directly; if the layers do not commute, halving a small \(t\) should reduce it by a factor close to four.

```lean
#print axioms TEBDSplitting.tebd_error_extensive
-- 'TEBDSplitting.tebd_error_extensive' depends on axioms: [propext, Classical.choice, Quot.sound]
```
